# The Gaussian filter of a Hermitian matrix as an average of unitary evolutions

For a finite Hermitian matrix \(A\) and real \(t\ge 0\), every matrix entry satisfies

\[
\left(e^{-tA^2/2}\right)_{ij}=\int_{-\infty}^{\infty} w(y)\,\left(e^{-i\sqrt t\,yA}\right)_{ij}\,dy,
\qquad w(y)=\frac{e^{-y^2/2}}{\sqrt{2\pi}} .
\]

The gates of a quantum computer are unitary, while a filter that damps unwanted eigenstates is not. The identity writes the Gaussian filter as a continuous linear combination of unitaries (LCU) with positive coefficients of total one. If \(A=H-E\), with \(H\) an electronic Hamiltonian in a finite basis and \(E\) a target energy, an eigenstate of energy \(E_k\) is damped by \(e^{-t(E_k-E)^2/2}\).

## From a Gaussian integral to matrix entries

For real \(x\), let \(\varphi(x)=\int w(y)e^{-iyx}\,dy\). Since \(|y|\,w(y)\) is integrable, we may differentiate under the integral. Using \(y\,w=-w'\) and integrating by parts,

\[
\varphi'(x)=-i\int y\,w\,e^{-iyx}\,dy=i\int w'e^{-iyx}\,dy=-x\,\varphi(x).
\]

As \(\varphi(0)=\int w=1\), it follows that \(\varphi(x)=e^{-x^2/2}\).

Now write \(A=U\,\mathrm{diag}(a_k)\,U^\dagger\) with \(U\) unitary and \(a_k\) real. Then \(A^2=U\,\mathrm{diag}(a_k^2)\,U^\dagger\), and both exponentials are diagonal in the same basis. Integrating the finite sum over \(k\) term by term, with \(x=\sqrt t\,a_k\), gives

\[
\int w(y)\sum_k U_{ik}\overline{U_{jk}}\,e^{-i\sqrt t\,y a_k}\,dy
=\sum_k U_{ik}\overline{U_{jk}}\,e^{-ta_k^2/2}
=\left(e^{-tA^2/2}\right)_{ij}.
\]

If only \(y\in S\) is kept, the error is the integral over the complement \(S^c\). The rows of a unitary matrix have norm one, so its entries have modulus at most one, and the error is at most \(\int_{S^c}w\).

## Weights, evolution and filter in Lean

The finite type `n` labels the basis states.

```lean
import Mathlib

open MeasureTheory Matrix

namespace GaussianUnitaryFilter

noncomputable section

variable {n : Type*} [Fintype n] [DecidableEq n]
```

The weight is the normalised density \(w\).

```lean
/-- The standard Gaussian density, used as the continuous family of LCU coefficients. -/
def gaussianWeight (y : ℝ) : ℝ :=
  (Real.sqrt (2 * Real.pi))⁻¹ * Real.exp (-(1 / 2) * y ^ 2)
```

The evolution uses units with \(\hbar=1\), and its time `s` may be negative.

```lean
/-- Real-time evolution `exp(-i s A)` generated by the matrix `A` for a time `s`. -/
def evolution (A : Matrix n n ℂ) (s : ℝ) : Matrix n n ℂ :=
  NormedSpace.exp ((-(Complex.I * (s : ℂ))) • A)
```

The name of the next definition departs from common use: imaginary-time evolution usually means \(e^{-\tau H}\), whereas here the generator is \(A^2/2\). The filter therefore favours the eigenvalues of \(A\) nearest zero, which need not be the lowest.

```lean
/-- The imaginary-time filter `exp(-t A² / 2)`. -/
def imaginaryTimeFilter (A : Matrix n n ℂ) (t : ℝ) : Matrix n n ℂ :=
  NormedSpace.exp ((-((t : ℂ) / 2)) • A ^ 2)
```

The coefficients have total one, by the standard Gaussian integral.

```lean
/-- The Gaussian weights are integrable and their total is one. -/
theorem gaussianWeight_normalized :
    Integrable gaussianWeight ∧ ∫ y, gaussianWeight y = 1 := by
  constructor
  · exact (integrable_exp_neg_mul_sq (b := 1 / 2) (by norm_num)).const_mul _
  · have hne : Real.sqrt (2 * Real.pi) ≠ 0 := by positivity
    simp only [gaussianWeight]
    rw [integral_const_mul, integral_gaussian,
      show Real.pi / (1 / 2) = 2 * Real.pi by ring, inv_mul_cancel₀ hne]
```

For unitarity, `h` records that \(-isA\) is anti-Hermitian. The evolution times its adjoint is then the exponential of a sum of two commuting, opposite matrices, which is \(e^0=1\).

```lean
/-- For a Hermitian matrix, the real-time evolution is unitary at every time. -/
theorem evolution_unitary {A : Matrix n n ℂ} (hA : A.IsHermitian) (s : ℝ) :
    evolution A s ∈ Matrix.unitaryGroup n ℂ := by
  have h : ((-(Complex.I * (s : ℂ))) • A)ᴴ = -((-(Complex.I * (s : ℂ))) • A) := by
    rw [Matrix.conjTranspose_smul, hA.eq, ← neg_smul]
    congr 1
    simp
  have hcomm : Commute ((-(Complex.I * (s : ℂ))) • A) (-((-(Complex.I * (s : ℂ))) • A)) :=
    (Commute.refl _).neg_right
  rw [Matrix.mem_unitaryGroup_iff, Matrix.star_eq_conjTranspose, evolution,
    ← Matrix.exp_conjTranspose, h,
    ← Matrix.exp_add_of_commute _ _ hcomm,
    add_neg_cancel, NormedSpace.exp_zero]
```

## The scalar average

Integrability follows because the phase has modulus one, so the weight itself dominates the integrand. For the value, Lean replaces the differential equation above by a library formula.

```lean
/-- Scalar identity: the Gaussian average of the phases `exp(-i y x)` converges and equals
`exp(-x² / 2)`. -/
theorem gaussian_phase_average (x : ℝ) :
    Integrable (fun y : ℝ => (gaussianWeight y : ℂ) * Complex.exp (-(Complex.I * y * x))) ∧
    ∫ y : ℝ, (gaussianWeight y : ℂ) * Complex.exp (-(Complex.I * y * x))
      = Complex.exp (-(x : ℂ) ^ 2 / 2) := by
  constructor
  · refine gaussianWeight_normalized.1.mono' ?_ (Filter.Eventually.of_forall fun y => ?_)
    · apply Continuous.aestronglyMeasurable
      unfold gaussianWeight
      fun_prop
    · have hw : 0 ≤ gaussianWeight y := by unfold gaussianWeight; positivity
      have hp : ‖Complex.exp (-(Complex.I * y * x))‖ = 1 := by
        rw [Complex.norm_exp]
        simp
      rw [norm_mul, hp, mul_one, Complex.norm_real, Real.norm_of_nonneg hw]
  · have hne : ((Real.sqrt (2 * Real.pi) : ℝ) : ℂ) ≠ 0 := by
      exact_mod_cast (by positivity : Real.sqrt (2 * Real.pi) ≠ 0)
    have hc : ((Real.pi : ℂ) / -(-1 / 2)) ^ (1 / 2 : ℂ)
        = ((Real.sqrt (2 * Real.pi) : ℝ) : ℂ) := by
      rw [show (Real.pi : ℂ) / -(-1 / 2) = ((2 * Real.pi : ℝ) : ℂ) by push_cast; ring,
        Real.sqrt_eq_rpow, Complex.ofReal_cpow (by positivity)]
      norm_num
    -- collect weight and phase into one Gaussian with a linear term
    have e : ∀ y : ℝ, (gaussianWeight y : ℂ) * Complex.exp (-(Complex.I * y * x))
        = ((Real.sqrt (2 * Real.pi) : ℝ) : ℂ)⁻¹
          * Complex.exp ((-1 / 2) * (y : ℂ) ^ 2 + (-(Complex.I * x)) * y + 0) := by
      intro y
      rw [gaussianWeight, Complex.ofReal_mul, Complex.ofReal_inv, Complex.ofReal_exp,
        mul_assoc, ← Complex.exp_add]
      congr 2
      push_cast
      ring
    simp only [e]
    rw [integral_const_mul, integral_cexp_quadratic (by norm_num), hc, ← mul_assoc,
      inv_mul_cancel₀ hne, one_mul]
    congr 1
    linear_combination ((x : ℂ) ^ 2 / 2) * Complex.I_sq
```

That formula, `integral_cexp_quadratic`, states that for complex \(b,c,d\) with \(\operatorname{Re}b<0\),

\[
\int_{-\infty}^{\infty} e^{by^2+cy+d}\,dy=\left(\frac{\pi}{-b}\right)^{1/2}e^{d-c^2/(4b)} .
\]

Because \(c\) may be complex, the oscillating phase enters as an ordinary linear term and the formula applies directly; any contour argument is left to the library's proof of it. The step `e` puts the integrand in this form with \(b=-\tfrac12\), \(c=-ix\), \(d=0\). The prefactor is a complex power, which `hc` identifies with the real root \(\sqrt{2\pi}\).

## One eigenbasis for both exponentials

The exponential of a matrix in the form \(UDU^\dagger\), with \(D\) diagonal, acts on the diagonal entries alone. In the code, `star U` is \(U^\dagger\).

```lean
/-- The exponential of a unitarily diagonalized matrix exponentiates its eigenvalues. -/
theorem exp_diagonalized {U : Matrix n n ℂ} (hU : U ∈ Matrix.unitaryGroup n ℂ) (d : n → ℂ) :
    NormedSpace.exp (U * diagonal d * star U)
      = U * diagonal (fun k => Complex.exp (d k)) * star U := by
  have h1 : U * star U = 1 := Matrix.mem_unitaryGroup_iff.1 hU
  have hu : IsUnit U := ⟨⟨U, star U, h1, Matrix.mem_unitaryGroup_iff'.1 hU⟩, rfl⟩
  have hd : NormedSpace.exp d = fun k => Complex.exp (d k) := by
    funext k
    rw [Pi.coe_exp, Complex.exp_eq_exp_ℂ]
  rw [← Matrix.inv_eq_right_inv h1, Matrix.exp_conj _ _ hu, Matrix.exp_diagonal, hd]
```

The spectral theorem supplies \(U\) and the real eigenvalues `a k`. The step `hsq` squares \(A\) by cancelling \(U^\dagger U\) in the middle.

```lean
/-- A Hermitian matrix, its real-time evolution and its imaginary-time filter are all diagonal
in one common orthonormal basis, with real eigenvalues `a k` of the matrix. -/
theorem common_eigenbasis {A : Matrix n n ℂ} (hA : A.IsHermitian) :
    ∃ U ∈ Matrix.unitaryGroup n ℂ, ∃ a : n → ℝ,
      A = U * diagonal (fun k => (a k : ℂ)) * star U ∧
      (∀ s : ℝ, evolution A s
        = U * diagonal (fun k => Complex.exp (-(Complex.I * (s : ℂ)) * a k)) * star U) ∧
      (∀ t : ℝ, imaginaryTimeFilter A t
        = U * diagonal (fun k => Complex.exp (-((t : ℂ) / 2) * (a k : ℂ) ^ 2)) * star U) := by
  obtain ⟨U, hU, a, h⟩ : ∃ U ∈ Matrix.unitaryGroup n ℂ, ∃ a : n → ℝ,
      A = U * diagonal (fun k => (a k : ℂ)) * star U :=
    ⟨hA.eigenvectorUnitary, hA.eigenvectorUnitary.2, hA.eigenvalues,
      hA.spectral_theorem.trans (Unitary.conjStarAlgAut_apply _ _)⟩
  have h2 : star U * U = 1 := Matrix.mem_unitaryGroup_iff'.1 hU
  have hs : ∀ (c : ℂ) (d : n → ℂ), c • (U * diagonal d * star U)
      = U * diagonal (fun k => c * d k) * star U := by
    intro c d
    have hd : diagonal (fun k => c * d k) = c • diagonal d := by
      ext i j
      by_cases hij : i = j <;> simp [hij]
    rw [hd, Matrix.mul_smul, Matrix.smul_mul]
  have hsq : A ^ 2 = U * diagonal (fun k => (a k : ℂ) ^ 2) * star U := by
    have hd : diagonal (fun k => (a k : ℂ) ^ 2)
        = diagonal (fun k => (a k : ℂ)) * diagonal (fun k => (a k : ℂ)) := by
      rw [Matrix.diagonal_mul_diagonal]
      simp only [pow_two]
    rw [hd, pow_two, h]
    calc _ = U * diagonal (fun k => (a k : ℂ)) * (star U * U)
          * diagonal (fun k => (a k : ℂ)) * star U := by simp only [mul_assoc]
      _ = _ := by rw [h2, mul_one]; simp only [mul_assoc]
  refine ⟨U, hU, a, h, fun s => ?_, fun t => ?_⟩
  · rw [evolution, h, hs, exp_diagonalized hU]
  · rw [imaginaryTimeFilter, hsq, hs, exp_diagonalized hU]
```

## The identity and its truncation

The main theorem asserts integrability as well as equality; this matters because Lean assigns the value zero to a divergent integral. The step `e` is the eigenvalue expansion, `integral_finsetSum` exchanges sum and integral, and `ht` enters through \((\sqrt t)^2=t\).

```lean
/-- For Hermitian `A` and `t ≥ 0`, each entry of `exp(-t A² / 2)` is the convergent Gaussian
average over `y` of the same entry of the evolution `exp(-i √t y A)`. -/
theorem filter_eq_gaussian_average {A : Matrix n n ℂ} (hA : A.IsHermitian)
    {t : ℝ} (ht : 0 ≤ t) (i j : n) :
    Integrable (fun y : ℝ => (gaussianWeight y : ℂ) * evolution A (Real.sqrt t * y) i j) ∧
    imaginaryTimeFilter A t i j
      = ∫ y : ℝ, (gaussianWeight y : ℂ) * evolution A (Real.sqrt t * y) i j := by
  obtain ⟨U, -, a, -, hev, hfil⟩ := common_eigenbasis hA
  -- expand the entry over the eigenvalues of A
  have e : ∀ y : ℝ, (gaussianWeight y : ℂ) * evolution A (Real.sqrt t * y) i j
      = ∑ k, (U i k * star (U j k)) * ((gaussianWeight y : ℂ)
        * Complex.exp (-(Complex.I * y * ((Real.sqrt t * a k : ℝ) : ℂ)))) := by
    intro y
    rw [hev, Matrix.mul_apply, Finset.mul_sum]
    refine Finset.sum_congr rfl fun k _ => ?_
    rw [Matrix.mul_diagonal, Matrix.star_apply,
      show -(Complex.I * ((Real.sqrt t * y : ℝ) : ℂ)) * (a k : ℂ)
        = -(Complex.I * y * ((Real.sqrt t * a k : ℝ) : ℂ)) by push_cast; ring]
    ring
  have hint := fun k => (gaussian_phase_average (Real.sqrt t * a k)).1.const_mul
    (U i k * star (U j k))
  have hsq : ((Real.sqrt t : ℝ) : ℂ) ^ 2 = (t : ℂ) := by exact_mod_cast Real.sq_sqrt ht
  simp only [e]
  refine ⟨integrable_finsetSum _ fun k _ => hint k, ?_⟩
  rw [integral_finsetSum _ fun k _ => hint k, hfil, Matrix.mul_apply]
  refine Finset.sum_congr rfl fun k _ => ?_
  rw [integral_const_mul, (gaussian_phase_average _).2, Matrix.mul_diagonal, Matrix.star_apply,
    show -(((Real.sqrt t * a k : ℝ) : ℂ)) ^ 2 / 2 = -((t : ℂ) / 2) * (a k : ℂ) ^ 2 by
      push_cast
      linear_combination (-(a k : ℂ) ^ 2 / 2) * hsq]
  ring
```

The truncation theorem splits the integral into `S` and its complement, then applies the entry bound for unitary matrices.

```lean
/-- For Hermitian `A` and `t ≥ 0`, keeping only the values of `y` in a measurable set `S`
changes each entry of the filter by at most the Gaussian weight outside `S`. -/
theorem truncation_error {A : Matrix n n ℂ} (hA : A.IsHermitian) {t : ℝ} (ht : 0 ≤ t)
    {S : Set ℝ} (hS : MeasurableSet S) (i j : n) :
    ‖imaginaryTimeFilter A t i j
      - ∫ y in S, (gaussianWeight y : ℂ) * evolution A (Real.sqrt t * y) i j‖
      ≤ ∫ y in Sᶜ, gaussianWeight y := by
  obtain ⟨hint, h⟩ := filter_eq_gaussian_average hA ht i j
  rw [h, ← integral_add_compl hS hint, add_sub_cancel_left]
  refine norm_integral_le_of_norm_le gaussianWeight_normalized.1.integrableOn
    (Filter.Eventually.of_forall fun y => ?_)
  -- entries of a unitary matrix have modulus at most one
  have hw : 0 ≤ gaussianWeight y := by unfold gaussianWeight; positivity
  rw [norm_mul, Complex.norm_real, Real.norm_of_nonneg hw]
  exact mul_le_of_le_one_right hw (entry_norm_bound_of_unitary (evolution_unitary hA _) i j)

end

end GaussianUnitaryFilter
```

```lean
#print axioms GaussianUnitaryFilter.filter_eq_gaussian_average
-- 'GaussianUnitaryFilter.filter_eq_gaussian_average' depends on axioms: [propext, Classical.choice, Quot.sound]
#print axioms GaussianUnitaryFilter.truncation_error
-- 'GaussianUnitaryFilter.truncation_error' depends on axioms: [propext, Classical.choice, Quot.sound]
```

For \(S=[-R,R]\) with \(R\ge 0\), the bound depends on neither \(A\), \(t\) nor the dimension, while the longest evolution time kept is \(R\sqrt t\). The theorem states the bound for single entries; the same bound holds in the operator norm, since each evolution has operator norm at most one, but this is not formalised here. If a circuit replaces the remaining integral by a finite sum of evolutions, this can add a discretisation error, which the theorem does not cover.
